# The free s-wave's dimensionless logarithmic derivative x cot x − 1 tends to −∞ as x = kr rises to π

The theorem says that D(x) = x cot x − 1 tends to −∞ as x approaches π from below. In physics, D is the dimensionless logarithmic derivative, x f′(x)/f(x), of f(x) = sin x / x, the regular s-wave of a particle in zero potential at positive energy, with x = kr; π is the first positive zero of f. The file itself defines only the function D and involves no wave equation. The attempt shows that x cos x tends to −π while sin x tends to 0 through positive values, so that 1/sin x tends to +∞. The product then tends to −∞, and adding −1 does not change that.

The failing Lean file:

```lean
import Mathlib

open Filter Set
open scoped Real Topology

namespace EmptySphereSWave

noncomputable section

/-- The dimensionless function `D(x) = x cot x - 1`. -/
def D (x : ℝ) : ℝ := x * Real.cos x / Real.sin x - 1

/-- `D(x)` tends to minus infinity as `x` tends to `π` from below. -/
theorem D_tendsto_atBot : Tendsto D (𝓝[<] π) atBot := by
  have hs : Tendsto Real.sin (𝓝[<] π) (𝓝[>] 0) := by
    refine tendsto_nhdsWithin_iff.mpr ⟨?_, ?_⟩
    · have h0 := Real.continuous_sin.tendsto π
      rw [Real.sin_pi] at h0
      exact h0.mono_left nhdsWithin_le_nhds
    · filter_upwards [Ioo_mem_nhdsLT Real.pi_pos] with x hx
      exact Real.sin_pos_of_pos_of_lt_pi hx.1 hx.2
  have hn : Tendsto (fun x : ℝ => x * Real.cos x) (𝓝[<] π) (𝓝 (-π)) := by
    have h0 := (continuous_id.mul Real.continuous_cos).tendsto π
    have h1 : Tendsto (fun x : ℝ => x * Real.cos x) (𝓝 π) (𝓝 (-π)) := by
      simpa using h0
    exact h1.mono_left nhdsWithin_le_nhds
  have hm := hn.neg_mul_atTop (neg_lt_zero.mpr Real.pi_pos)
    (tendsto_inv_nhdsGT_zero.comp hs)
  refine (tendsto_atBot_add_const_right _ (-1) hm).congr (fun x => ?_)
  simp only [D, Function.comp_apply, div_eq_mul_inv, sub_eq_add_neg]

end

end EmptySphereSWave
```

Lean reports:

```
Main.lean:25:6: error: Type mismatch: After simplification, term
  h0
 has type
  @Tendsto ℝ ℝ (id * Real.cos) (𝓝 π) (𝓝 (-π))
but is expected to have type
  @Tendsto ℝ ℝ (fun x => x * Real.cos x) (𝓝 π) (𝓝 (-π))
```

What went wrong. The error is about the form of a function, not about the limit. Built from `continuous_id.mul Real.continuous_cos`, `h0` speaks of `id * Real.cos`, a product of two functions, whereas the goal speaks of `fun x => x * Real.cos x`. The two are equal by definition, and `simpa` had already brought the limit to `-π` on both sides. But in `h0` the product stands as a function not applied to any argument, so simplification did not rewrite it into the `fun` form, and the final comparison did not unfold it either.

The repair first states the continuity of `fun x : ℝ => x * Real.cos x` as `hcont`, which `fun_prop` proves, and takes `h0` from that. Now `h0` has the same function as the goal, and the unchanged `simpa using h0` has only to simplify the value at `π` to `-π`.

The repair, with which the file compiles:

```diff
@@ -21,5 +21,6 @@
       exact Real.sin_pos_of_pos_of_lt_pi hx.1 hx.2
   have hn : Tendsto (fun x : ℝ => x * Real.cos x) (𝓝[<] π) (𝓝 (-π)) := by
-    have h0 := (continuous_id.mul Real.continuous_cos).tendsto π
+    have hcont : Continuous (fun x : ℝ => x * Real.cos x) := by fun_prop
+    have h0 := hcont.tendsto π
     have h1 : Tendsto (fun x : ℝ => x * Real.cos x) (𝓝 π) (𝓝 (-π)) := by
       simpa using h0
```
